# Thermally activated emission peaks at a nonzero singlet–triplet gap when gap and singlet rate both scale with squared overlap

Suppose that candidate emitters are to be ranked by singlet–triplet splittings from a Bethe–Salpeter calculation. Ranking by the smallest splitting tends to favour molecules with little electron–hole overlap, which often radiate slowly. Take a four-level equilibrium model with a dark triplet and no nonradiative loss, where splitting and singlet radiative rate are both proportional to the squared overlap, with the same two constants for all candidates. At fixed temperature, the emission rate is then largest at a splitting between 1.1 and 1.12 times the thermal energy, provided that the overlap can grow that far.

```lean
import Mathlib

open Real

namespace ThermallyActivatedEmission

noncomputable section
```

## Four levels in thermal equilibrium

Let $T$ be the temperature in energy units. Levels with energies $E_i$ and radiative rates $k_i$ emit at the Boltzmann average
$$\frac{\sum_i k_i e^{-E_i/T}}{\sum_i e^{-E_i/T}}.$$
Using it assumes that the levels exchange population fast enough to stay in equilibrium while they decay.

```lean
/-- Boltzmann average of the radiative rates `k i` of four levels with energies `E i`,
at temperature `T ≠ 0` in energy units. -/
def thermalRate (E k : Fin 4 → ℝ) (T : ℝ) : ℝ :=
  (∑ i, k i * exp (-E i / T)) / ∑ i, exp (-E i / T)
```

Level 0 is the singlet, and levels 1, 2 and 3 are the three sublevels of one triplet, all at energy zero. For squared overlap $x$, the singlet lies at $D=cx$ and radiates at rate $ax$. The constant $c$ is the singlet–triplet splitting due to exchange per unit of squared overlap, and $a$ is the singlet radiative rate per unit of squared overlap, which reflects the squared transition dipole. Both proportionalities are postulated. The triplet sublevels are dark, and nonradiative loss is left out.

```lean
/-- Emission rate of one singlet, at energy `c * x` and with radiative rate `a * x`, in thermal
equilibrium with the three dark sublevels of one triplet at energy zero; `x` is the squared overlap
and `T ≠ 0`. -/
def emissionRate (a c T x : ℝ) : ℝ :=
  thermalRate ![c * x, 0, 0, 0] ![a * x, 0, 0, 0] T
```

With $v=D/T$, the dimensionless rate will be $r(v)=v/(3e^v+1)$.

```lean
/-- The emission rate in dimensionless form, as a function of `v`, the splitting divided by the
temperature. -/
def reducedRate (v : ℝ) : ℝ := v / (3 * exp v + 1)
```

Only the singlet contributes to the numerator, while each triplet sublevel adds 1 to the partition sum. The average is therefore
$$\frac{ax\,e^{-D/T}}{3+e^{-D/T}}.$$
Lean expands the sums over `Fin 4` and simplifies.

```lean
/-- The Boltzmann average over the four levels is the singlet rate times the thermal
population of the singlet. -/
theorem emissionRate_eq (a c T x : ℝ) :
    emissionRate a c T x =
      a * x * exp (-(c * x) / T) / (3 + exp (-(c * x) / T)) := by
  simp only [emissionRate, thermalRate, Fin.sum_univ_four]
  congr 1
  all_goals simp
  ring
```

Multiplying numerator and denominator by $e^v$ and inserting $x=vT/c$ gives
$$\frac{ax}{3e^v+1}=\frac{aT}{c}\,r(v).$$
The parameters now only set the scales of rate and overlap.

```lean
/-- For positive `c` and `T`, the emission rate is `a * T / c` times a function of the ratio of
splitting to temperature alone. -/
theorem emissionRate_scaled (a : ℝ) {c T : ℝ} (hc : 0 < c) (hT : 0 < T) (x : ℝ) :
    emissionRate a c T x = a * T / c * reducedRate (c * x / T) := by
  rw [emissionRate_eq, neg_div, Real.exp_neg, reducedRate]
  have he := exp_pos (c * x / T)
  have hc' := hc.ne'
  have hT' := hT.ne'
  have hx : a * x = a * T / c * (c * x / T) := by field_simp
  generalize exp (c * x / T) = e at he ⊢
  have hi : e⁻¹ * e = 1 := inv_mul_cancel₀ he.ne'
  -- multiply numerator and denominator by the inverse Boltzmann factor
  have h : a * x * e⁻¹ / (3 + e⁻¹) = a * x / (3 * e + 1) := by
    rw [div_eq_div_iff (by positivity) (by positivity)]
    linear_combination 3 * a * x * hi
  rw [h, hx]
  ring
```

## The critical ratio

For $v\ne w$, the inequality $e^{v-w}>v-w+1$, multiplied by $e^w$, puts the exponential above its tangent at $w$:
$$e^v>e^w(v-w+1).$$

```lean
/-- The exponential lies strictly above each of its tangents away from the point of contact. -/
theorem exp_tangent {v w : ℝ} (h : v ≠ w) : exp w * (v - w + 1) < exp v := by
  have h1 := mul_lt_mul_of_pos_left
    (Real.add_one_lt_exp (sub_ne_zero.2 h)) (exp_pos w)
  rwa [← Real.exp_add, add_sub_cancel] at h1
```

The numerator of $r'(v)$ is $3e^v+1-3ve^v$, so a stationary point $u$ satisfies $3e^u(u-1)=1$. The tangent inequality gives $e^{1.1}<e/0.9$ and $e^{1.12}>1.12\,e$. The left side is thus below $0.91$ at $1.1$ and above $1.09$ at $1.12$. By continuity it equals 1 somewhere between, which is the step `intermediate_value_Ioo`.

```lean
/-- The equation `3 * exp u * (u - 1) = 1` has a solution between 1.1 and 1.12. -/
theorem exists_critical_ratio :
    ∃ u : ℝ, 1.1 < u ∧ u < 1.12 ∧ 3 * exp u * (u - 1) = 1 := by
  have h1 : exp (1.1 : ℝ) * (1 - 1.1 + 1) < exp 1 := exp_tangent (by norm_num)
  have h2 : exp (1 : ℝ) * (1.12 - 1 + 1) < exp 1.12 := exp_tangent (by norm_num)
  have h3 := Real.exp_one_lt_d9
  have h4 := Real.exp_one_gt_d9
  have hmem : (1 : ℝ) ∈ Set.Ioo (3 * exp (1.1 : ℝ) * (1.1 - 1))
      (3 * exp (1.12 : ℝ) * (1.12 - 1)) :=
    ⟨by linarith, by linarith⟩
  have hcont : ContinuousOn (fun u : ℝ => 3 * exp u * (u - 1)) (Set.Icc 1.1 1.12) := by
    fun_prop
  obtain ⟨u, hu, h⟩ := intermediate_value_Ioo (by norm_num) hcont hmem
  exact ⟨u, hu.1, hu.2, h⟩
```

Any solution exceeds 1, since for $u\le1$ the left side would be at most zero.

```lean
/-- Every solution `u` of `3 * exp u * (u - 1) = 1` exceeds one. -/
theorem one_lt_of_critical {u : ℝ} (hu : 3 * exp u * (u - 1) = 1) : 1 < u := by
  by_contra h
  have h' : 0 ≤ 1 - u := sub_nonneg.2 (not_lt.1 h)
  nlinarith [mul_nonneg (exp_pos u).le h']
```

## A strict global maximum

At $u$, the critical equation gives $(u-1)(3e^u+1)=1+u-1=u$, hence $r(u)=u-1$. For $v\ne u$, the tangent at $u$ gives
$$(u-1)(3e^v+1)>3(u-1)e^u(v-u+1)+u-1=v,$$
hence $r(v)<u-1$. In Lean, `h1` is the tangent inequality times $u-1$, and `h2` inserts the critical equation. No derivative is needed.

```lean
/-- If `3 * exp u * (u - 1) = 1`, the reduced rate equals `u - 1` at `u` and is strictly
smaller everywhere else. -/
theorem reducedRate_max {u : ℝ} (hu : 3 * exp u * (u - 1) = 1) :
    reducedRate u = u - 1 ∧ ∀ v, v ≠ u → reducedRate v < u - 1 := by
  constructor
  · rw [reducedRate, div_eq_iff (by positivity)]
    linear_combination -hu
  · intro v hv
    rw [reducedRate, div_lt_iff₀ (by positivity)]
    -- compare the exponential with its tangent at the critical ratio
    have h1 := mul_lt_mul_of_pos_left (exp_tangent hv) (sub_pos.2 (one_lt_of_critical hu))
    have h2 : (u - 1) * (exp u * (v - u + 1)) * 3 = v - u + 1 := by
      linear_combination (v - u + 1) * hu
    nlinarith
```

For $0\le v<w\le u$, the tangent at $w$ gives
$$3(we^v-ve^w)>-3e^w(w-1)(w-v)\ge-(w-v),$$
because $3e^w(w-1)\le1$ up to $u$. Rearranged, this is $r(v)<r(w)$.

For $u\le v<w$, the tangent at $v$ gives
$$3(ve^w-we^v)>3e^v(v-1)(w-v)\ge w-v,$$
which is $r(w)<r(v)$. In both halves `h2` bounds the critical expression, and the last `nlinarith` combines it with the tangent.

```lean
/-- If `3 * exp u * (u - 1) = 1`, the reduced rate rises strictly from zero splitting up to
`u` and falls strictly beyond `u`. -/
theorem reducedRate_monotonicity {u : ℝ} (hu : 3 * exp u * (u - 1) = 1) :
    StrictMonoOn reducedRate (Set.Icc 0 u) ∧ StrictAntiOn reducedRate (Set.Ici u) := by
  have hu1 := one_lt_of_critical hu
  constructor
  · intro v hv w hw hvw
    have hw0 : 0 < w := lt_of_le_of_lt hv.1 hvw
    have he : exp w ≤ exp u := Real.exp_le_exp.2 hw.2
    have h2 : 3 * exp w * (w - 1) ≤ 1 := by
      nlinarith [mul_nonneg (exp_pos w).le (sub_nonneg.2 hw.2),
        mul_nonneg (sub_nonneg.2 he) (sub_pos.2 hu1).le]
    rw [reducedRate, reducedRate, div_lt_div_iff₀ (by positivity) (by positivity)]
    nlinarith [mul_lt_mul_of_pos_left (exp_tangent hvw.ne) hw0,
      mul_le_mul_of_nonneg_left h2 (sub_pos.2 hvw).le]
  · intro v hv w _ hvw
    have hv' : u ≤ v := hv
    have hv0 : 0 < v := by linarith
    have he : exp u ≤ exp v := Real.exp_le_exp.2 hv'
    have h2 : 1 ≤ 3 * exp v * (v - 1) := by
      nlinarith [mul_nonneg (exp_pos v).le (sub_nonneg.2 hv'),
        mul_nonneg (sub_nonneg.2 he) (sub_pos.2 hu1).le]
    rw [reducedRate, reducedRate, div_lt_div_iff₀ (by positivity) (by positivity)]
    nlinarith [mul_lt_mul_of_pos_left (exp_tangent hvw.ne') hv0,
      mul_le_mul_of_nonneg_left h2 (sub_pos.2 hvw).le]
```

## Back to the overlap

In this section and its docstrings, "overlap" is short for the squared overlap $x$. Setting $cx/T=u$ gives the optimal value $x=uT/c$ and the maximal rate $(aT/c)(u-1)$. In the statement, `u` is chosen before `a`, `c` and `T`, so one number serves all positive parameters. The comparison runs over every real $x$ other than the optimum, which includes all physical overlaps.

No upper limit is placed on $x$. If normalisation restricts it to $x\le1$, the optimum is within reach only when $uT\le c$.

```lean
/-- There is a number `u` between 1.1 and 1.12, the same for all positive `a`, `c`, `T`, such
that the emission rate at overlap `u * T / c`, where the splitting is `u * T`, equals
`a * T / c * (u - 1)` and strictly exceeds the rate at every other overlap. -/
theorem emission_optimum :
    ∃ u : ℝ, 1.1 < u ∧ u < 1.12 ∧ ∀ a c T : ℝ, 0 < a → 0 < c → 0 < T →
      emissionRate a c T (u * T / c) = a * T / c * (u - 1) ∧
      ∀ x, x ≠ u * T / c → emissionRate a c T x < emissionRate a c T (u * T / c) := by
  obtain ⟨u, h1, h2, hu⟩ := exists_critical_ratio
  refine ⟨u, h1, h2, fun a c T ha hc hT => ?_⟩
  have hc' := hc.ne'
  have hT' := hT.ne'
  have hr : c * (u * T / c) / T = u := by field_simp
  have hopt : emissionRate a c T (u * T / c) = a * T / c * (u - 1) := by
    rw [emissionRate_scaled a hc hT, hr, (reducedRate_max hu).1]
  refine ⟨hopt, fun x hx => ?_⟩
  have hv : c * x / T ≠ u := by
    intro h
    apply hx
    rw [← h]
    field_simp
  rw [hopt, emissionRate_scaled a hc hT]
  exact mul_lt_mul_of_pos_left ((reducedRate_max hu).2 _ hv) (by positivity)
```

For design, the direction of change matters as well. Starting from any $x\ge0$, more overlap increases emission as long as the final splitting is at most $1.1\,T$. Once the initial splitting is at least $1.12\,T$, more overlap decreases it. The proof applies the two monotonic branches of $r$, with $u$ lying between these bounds.

```lean
/-- For positive `a`, `c`, `T`, increasing a nonnegative overlap raises the emission rate as long
as the splitting stays at or below `1.1 * T`, and increasing the overlap lowers the rate once the
splitting is at least `1.12 * T`. -/
theorem emission_rises_then_falls {a c T : ℝ} (ha : 0 < a) (hc : 0 < c) (hT : 0 < T) :
    (∀ x y, 0 ≤ x → x < y → c * y ≤ 1.1 * T →
      emissionRate a c T x < emissionRate a c T y) ∧
    (∀ x y, x < y → 1.12 * T ≤ c * x →
      emissionRate a c T y < emissionRate a c T x) := by
  obtain ⟨u, h1, h2, hu⟩ := exists_critical_ratio
  have hs : 0 < a * T / c := by positivity
  constructor
  · intro x y hx hxy hy
    have hlt : c * x / T < c * y / T := by gcongr
    have hyu : c * y / T ≤ u := ((div_le_iff₀ hT).2 hy).trans h1.le
    have hx0 : 0 ≤ c * x / T := by positivity
    rw [emissionRate_scaled a hc hT, emissionRate_scaled a hc hT]
    exact mul_lt_mul_of_pos_left ((reducedRate_monotonicity hu).1
      ⟨hx0, hlt.le.trans hyu⟩ ⟨hx0.trans hlt.le, hyu⟩ hlt) hs
  · intro x y hxy hx
    have hlt : c * x / T < c * y / T := by gcongr
    have hxu : u ≤ c * x / T := h2.le.trans ((le_div_iff₀ hT).2 hx)
    rw [emissionRate_scaled a hc hT, emissionRate_scaled a hc hT]
    exact mul_lt_mul_of_pos_left ((reducedRate_monotonicity hu).2
      hxu (hxu.trans hlt.le) hlt) hs

end

end ThermallyActivatedEmission
```

```lean
#print axioms ThermallyActivatedEmission.emissionRate_scaled
-- 'ThermallyActivatedEmission.emissionRate_scaled' depends on axioms: [propext, Classical.choice, Quot.sound]
#print axioms ThermallyActivatedEmission.emission_optimum
-- 'ThermallyActivatedEmission.emission_optimum' depends on axioms: [propext, Classical.choice, Quot.sound]
#print axioms ThermallyActivatedEmission.emission_rises_then_falls
-- 'ThermallyActivatedEmission.emission_rises_then_falls' depends on axioms: [propext, Classical.choice, Quot.sound]
```
